# Geometric decay of the propagator of a uniform tight-binding chain at energies off the band

Take an infinite chain with hopping $t$ and band energy $2t\cos k$, and an energy $z$ that is not in the band. Let $G(0)$ and $G(1)$ be the averages over $0\le k\le 2\pi$ of

$$\frac{1}{z-2t\cos k}\quad\text{and}\quad\frac{\cos k}{z-2t\cos k}.$$

In the combination $zG(0)-2tG(1)$ the numerator becomes $z-2t\cos k$ and cancels the denominator, so $zG(0)-2tG(1)=1$. This is one equation for two unknowns. The second comes from larger distances, where the propagator has to stay bounded.

For non-interacting electrons on such a chain with $t\neq0$, a nonzero impurity potential on a single site binds a state at an energy outside the band. The amplitude of this state $n$ sites from the impurity is proportional to $G(n)$ at that energy.

## The chain and its propagator

```lean
import Mathlib

open Real MeasureTheory

namespace BulkChainPropagator

noncomputable section
```

The on-site energy is zero, only nearest neighbours couple, and $k$ is measured per lattice spacing. The hopping `t` is real and may have either sign until part (h).

```lean
/-- Energy of the Bloch wave with wave number `k` on an infinite chain with hopping `t`. -/
def bandEnergy (t k : ℝ) : ℝ := 2 * t * Real.cos k
```

The energy `z` is complex, which includes $E+i\eta$ with $\eta\neq0$. The distance `n` is an integer. A cosine suffices in place of $e^{ink}$, because the band is even in $k$ and the sine part averages to zero.

```lean
/-- Contribution of wave number `k` to the propagator over `n` sites at complex energy `z`,
for `z` different from the band energy at `k`. -/
def blochTerm (t : ℝ) (z : ℂ) (n : ℤ) (k : ℝ) : ℂ :=
  ((Real.cos (n * k) : ℝ) : ℂ) / (z - (bandEnergy t k : ℂ))
```

The propagator is defined as the Brillouin-zone average

$$G(n)=\frac1{2\pi}\int_0^{2\pi}\frac{\cos(nk)}{z-2t\cos k}\,dk .$$

No Hamiltonian operator on a Hilbert space is constructed; the link to the chain is the equation in part (e).

```lean
/-- Propagator of the infinite chain between two sites `n` apart, as the average over the
Brillouin zone, for complex energies `z` off the band. -/
def propagator (t : ℝ) (z : ℂ) (n : ℤ) : ℂ :=
  ((1 / (2 * π) : ℝ) : ℂ) * ∫ k in (0 : ℝ)..(2 * π), blochTerm t z n k
```

## (a) From a root inside the unit circle to an energy off the band

Let $t\neq0$, and let $r$ be a complex number with $|r|<1$ and $zr=t(1+r^2)$. Show that, for every real $k$,

$$z\neq 2t\cos k .$$

**Solution.** If $z=2t\cos k$, the quadratic becomes

$$t\,(r-e^{ik})(r-e^{-ik})=0 ,$$

so $r=e^{\pm ik}$ and $|r|=1$, a contradiction. In the code, `hf` is this factorisation, and `key` excludes both roots by their modulus.

```lean
/-- For nonzero hopping, an energy `z` with `z r = t (1 + r²)` and `‖r‖ < 1` is not a
band energy. -/
theorem off_band_of_root {t : ℝ} {z r : ℂ} (ht : t ≠ 0) (hr : ‖r‖ < 1)
    (hroot : z * r = t * (1 + r ^ 2)) (k : ℝ) : z ≠ (bandEnergy t k : ℂ) := by
  intro hk
  have htC : (t : ℂ) ≠ 0 := Complex.ofReal_ne_zero.mpr ht
  -- no number of modulus one can equal `r`
  have key : ∀ s : ℝ, Real.cos k ^ 2 + s ^ 2 = 1 →
      r ≠ ((Real.cos k : ℝ) : ℂ) + (s : ℂ) * Complex.I := by
    intro s hs h
    have h1 : Complex.normSq r = 1 := by rw [h, Complex.normSq_add_mul_I, hs]
    have h2 := Complex.sq_norm r
    nlinarith [norm_nonneg r]
  have hcs : ((Real.cos k : ℝ) : ℂ) ^ 2 + ((Real.sin k : ℝ) : ℂ) ^ 2 = 1 := by
    rw [← Complex.ofReal_pow, ← Complex.ofReal_pow, ← Complex.ofReal_add,
      Real.cos_sq_add_sin_sq, Complex.ofReal_one]
  have hz : z = 2 * (t : ℂ) * ((Real.cos k : ℝ) : ℂ) := by
    rw [hk, bandEnergy, Complex.ofReal_mul, Complex.ofReal_mul, Complex.ofReal_ofNat]
  rw [hz] at hroot
  -- on the band the quadratic factorises over `exp (± i k)`
  have hf : (t : ℂ) * ((r - (((Real.cos k : ℝ) : ℂ) + ((Real.sin k : ℝ) : ℂ) * Complex.I)) *
      (r - (((Real.cos k : ℝ) : ℂ) - ((Real.sin k : ℝ) : ℂ) * Complex.I))) = 0 := by
    linear_combination -hroot + (t : ℂ) * hcs
      - (t : ℂ) * ((Real.sin k : ℝ) : ℂ) ^ 2 * Complex.I_sq
  rcases mul_eq_zero.mp ((mul_eq_zero.mp hf).resolve_left htC) with h | h
  · exact key (Real.sin k) (Real.cos_sq_add_sin_sq k) (sub_eq_zero.mp h)
  · refine key (-Real.sin k) (by rw [neg_sq]; exact Real.cos_sq_add_sin_sq k) ?_
    rw [Complex.ofReal_neg]
    linear_combination h
```

## (b) From an energy off the band to a root

Let $t\neq0$ and let $z$ differ from every band energy. Show that there is an $r$ with

$$|r|<1,\qquad zr=t(1+r^2).$$

**Solution.** Choose $w$ with $w^2=z^2-4t^2$ and set $a=(z-w)/(2t)$, $b=(z+w)/(2t)$. Then $t(a+b)=z$ and $ab=1$, so $za=t(a^2+1)$, and likewise for $b$. Since $|a||b|=1$, either one of them lies inside the unit circle, or $|a|=|b|=1$. In the second case $b=\bar a$ and $z=t(a+\bar a)=2t\cos(\arg a)$, which is a band energy. The three cases of `lt_trichotomy` are $|a|<1$, $|a|=1$ and $|a|>1$.

```lean
/-- For nonzero hopping, every complex energy off the band has a decay factor `r` with
`‖r‖ < 1` and `z r = t (1 + r²)`. -/
theorem exists_decay_factor {t : ℝ} {z : ℂ} (ht : t ≠ 0)
    (hz : ∀ k, z ≠ (bandEnergy t k : ℂ)) :
    ∃ r : ℂ, ‖r‖ < 1 ∧ z * r = t * (1 + r ^ 2) := by
  have htC : (t : ℂ) ≠ 0 := Complex.ofReal_ne_zero.mpr ht
  obtain ⟨w, hw⟩ := IsAlgClosed.exists_pow_nat_eq (z ^ 2 - 4 * (t : ℂ) ^ 2) (n := 2) (by norm_num)
  obtain ⟨a, ha⟩ : ∃ a : ℂ, a = (z - w) / (2 * t) := ⟨_, rfl⟩
  obtain ⟨b, hb⟩ : ∃ b : ℂ, b = (z + w) / (2 * t) := ⟨_, rfl⟩
  have hsum : z = t * (a + b) := by rw [ha, hb]; field_simp; ring
  have hab : a * b = 1 := by
    rw [ha, hb, div_mul_div_comm, div_eq_one_iff_eq (by simp [ht])]
    linear_combination -hw
  have hn : ‖a‖ * ‖b‖ = 1 := by rw [← norm_mul, hab, norm_one]
  rcases lt_trichotomy ‖a‖ 1 with h | h | h
  · exact ⟨a, h, by rw [hsum]; linear_combination (t : ℂ) * hab⟩
  · -- two roots on the unit circle would put `z` on the band
    exfalso
    have ha0 : a ≠ 0 := left_ne_zero_of_mul_eq_one hab
    have hc : a * (starRingEnd ℂ) a = 1 := by
      rw [Complex.mul_conj, ← Complex.sq_norm, h, one_pow, Complex.ofReal_one]
    have hbc : b = (starRingEnd ℂ) a := mul_left_cancel₀ ha0 (hab.trans hc.symm)
    apply hz (Complex.arg a)
    rw [hsum, hbc, Complex.add_conj, bandEnergy, Complex.cos_arg ha0, h, div_one,
      ← Complex.ofReal_mul]
    congr 1
    ring
  · refine ⟨b, ?_, by rw [hsum]; linear_combination (t : ℂ) * hab⟩
    by_contra hb1
    nlinarith [not_lt.mp hb1]
```

## (c) Averaging a cosine

For an integer $n$, show that

$$\int_0^{2\pi}\cos(nk)\,dk=\begin{cases}2\pi & n=0\\ 0 & n\neq0.\end{cases}$$

**Solution.** For $n=0$ the integrand is 1. Otherwise $\sin(nk)/n$ is an antiderivative and vanishes at both ends.

```lean
/-- The average of `cos (n k)` over the Brillouin zone vanishes unless `n = 0`. -/
theorem integral_cos_int (n : ℤ) :
    ∫ k in (0 : ℝ)..(2 * π), Real.cos (n * k) = if n = 0 then 2 * π else 0 := by
  split_ifs with h
  · subst h
    simp
  · have hs : Real.sin ((n : ℝ) * (2 * π)) = 0 := by
      rw [show (n : ℝ) * (2 * π) = ((2 * n : ℤ) : ℝ) * π by push_cast; ring]
      exact Real.sin_int_mul_pi _
    have hd : ∀ k : ℝ, HasDerivAt (fun k : ℝ => Real.sin (n * k) / n) (Real.cos (n * k)) k :=
      fun k => ((((hasDerivAt_id' k).const_mul (n : ℝ)).sin).div_const (n : ℝ)).congr_deriv
        (by simp [h])
    rw [intervalIntegral.integral_eq_sub_of_hasDerivAt (fun k _ => hd k)
      ((by fun_prop : Continuous fun k : ℝ => Real.cos (n * k)).intervalIntegrable _ _)]
    simp only [hs, mul_zero, Real.sin_zero, zero_div, sub_zero]
```

## (d) Continuity in the wave number

For $z$ off the band, show that the following function is continuous:

$$k\mapsto f_n(k)=\frac{\cos(nk)}{z-2t\cos k}.$$

**Solution.** It is a quotient of continuous functions whose denominator has no zero. It is therefore integrable and bounded on $[0,2\pi]$; both facts are needed below.

```lean
/-- Off the band, the contribution of a Bloch wave depends continuously on `k`. -/
theorem continuous_blochTerm {t : ℝ} {z : ℂ} (hz : ∀ k, z ≠ (bandEnergy t k : ℂ)) (n : ℤ) :
    Continuous (blochTerm t z n) := by
  unfold blochTerm
  refine Continuous.div ?_ ?_ (fun k => sub_ne_zero.mpr (hz k))
  · exact Complex.continuous_ofReal.comp (by fun_prop)
  · exact continuous_const.sub (Complex.continuous_ofReal.comp (by unfold bandEnergy; fun_prop))
```

## (e) The lattice equation

For $z$ off the band and every integer $n$, show that

$$zG(n)-t\,[G(n+1)+G(n-1)]=\delta_{n,0}.$$

**Solution.** Because $\cos((n+1)k)+\cos((n-1)k)=2\cos(nk)\cos k$,

$$zf_n-t(f_{n+1}+f_{n-1})=\frac{(z-2t\cos k)\cos(nk)}{z-2t\cos k}=\cos(nk).$$

Averaging with (c) gives the claim. The pointwise identity is `hp`; `key` splits the integral, using the integrability from (d).

```lean
/-- Off the band, the propagator solves the lattice equation `(z - H) G = δ` of the chain. -/
theorem propagator_equation {t : ℝ} {z : ℂ} (hz : ∀ k, z ≠ (bandEnergy t k : ℂ)) (n : ℤ) :
    z * propagator t z n - t * (propagator t z (n + 1) + propagator t z (n - 1)) =
      if n = 0 then 1 else 0 := by
  have hF := continuous_blochTerm hz
  have i (m : ℤ) : IntervalIntegrable (fun k => blochTerm t z m k) volume 0 (2 * π) :=
    (hF m).intervalIntegrable _ _
  have i1 : IntervalIntegrable (fun k => z * blochTerm t z n k) volume 0 (2 * π) :=
    (continuous_const.mul (hF n)).intervalIntegrable _ _
  have i2 : IntervalIntegrable (fun k => (t : ℂ) * (blochTerm t z (n + 1) k +
      blochTerm t z (n - 1) k)) volume 0 (2 * π) :=
    (continuous_const.mul ((hF _).add (hF _))).intervalIntegrable _ _
  -- for each wave number the denominator cancels
  have hp : ∀ k : ℝ, z * blochTerm t z n k - t * (blochTerm t z (n + 1) k +
      blochTerm t z (n - 1) k) = ((Real.cos (n * k) : ℝ) : ℂ) := by
    intro k
    have e : Real.cos (((n + 1 : ℤ) : ℝ) * k) + Real.cos (((n - 1 : ℤ) : ℝ) * k) =
        2 * Real.cos (n * k) * Real.cos k := by
      push_cast
      rw [add_mul, sub_mul, one_mul, Real.cos_add, Real.cos_sub]
      ring
    unfold blochTerm
    rw [← add_div, ← Complex.ofReal_add, e, ← mul_div_assoc, ← mul_div_assoc, ← sub_div,
      div_eq_iff (sub_ne_zero.mpr (hz k)), bandEnergy]
    simp only [Complex.ofReal_mul, Complex.ofReal_ofNat]
    ring
  have key := intervalIntegral.integral_sub i1 i2
  rw [intervalIntegral.integral_const_mul, intervalIntegral.integral_const_mul,
    intervalIntegral.integral_add (i _) (i _)] at key
  simp only [hp] at key
  rw [intervalIntegral.integral_ofReal, integral_cos_int] at key
  have hfin : ((1 / (2 * π) : ℝ) : ℂ) * ((if n = 0 then 2 * π else 0 : ℝ) : ℂ) =
      if n = 0 then 1 else 0 := by
    split_ifs
    · rw [← Complex.ofReal_mul, one_div_mul_cancel (by positivity), Complex.ofReal_one]
    · simp
  rw [← hfin, key]
  unfold propagator
  ring
```

## (f) Bounded solutions away from the source

Let $t$, $z$ and $r$ be as in (a). Let $u_0,u_1,\dots$ satisfy $|u_m|\le C$ and $zu_{m+1}=t(u_{m+2}+u_m)$ for all $m\ge0$. Show that

$$u_{m+1}=r\,u_m .$$

**Solution.** Put $d_m=u_{m+1}-ru_m$. Multiply the recurrence by $r$, replace $zr$ by $t(1+r^2)$ and divide by $t$:

$$(1+r^2)u_{m+1}=ru_{m+2}+ru_m,\quad\text{that is,}\quad d_m=r\,d_{m+1}.$$

After $j$ steps $|d_m|=|r|^j|d_{m+j}|\le|r|^j(1+|r|)C$, which tends to zero as $j\to\infty$. Hence $d_m=0$. The code has the defect relation as `hd` and the bound, by induction on $j$, as `hb`.

```lean
/-- For nonzero hopping and `‖r‖ < 1` with `z r = t (1 + r²)`, a bounded solution of the
source-free lattice equation on a half-line is multiplied by `r` from each site to the next. -/
theorem bounded_solution_decays {t C : ℝ} {z r : ℂ} {u : ℕ → ℂ} (ht : t ≠ 0) (hr : ‖r‖ < 1)
    (hroot : z * r = t * (1 + r ^ 2)) (hC : ∀ m, ‖u m‖ ≤ C)
    (hu : ∀ m, z * u (m + 1) = t * (u (m + 2) + u m)) (m : ℕ) : u (m + 1) = r * u m := by
  have hd : ∀ m, u (m + 1) - r * u m = r * (u (m + 2) - r * u (m + 1)) := by
    intro m
    apply mul_left_cancel₀ (Complex.ofReal_ne_zero.mpr ht)
    linear_combination r * hu m - u (m + 1) * hroot
  -- the defect is smaller than every power of `‖r‖` times a constant
  have hb : ∀ j m : ℕ, ‖u (m + 1) - r * u m‖ ≤ ‖r‖ ^ j * (C + ‖r‖ * C) := by
    intro j
    induction j with
    | zero =>
      intro m
      rw [pow_zero, one_mul]
      refine (norm_sub_le _ _).trans ?_
      rw [norm_mul]
      exact add_le_add (hC _) (mul_le_mul_of_nonneg_left (hC _) (norm_nonneg _))
    | succ j ih =>
      intro m
      rw [hd m, norm_mul, pow_succ', mul_assoc]
      exact mul_le_mul_of_nonneg_left (ih (m + 1)) (norm_nonneg _)
  have hlim := (tendsto_pow_atTop_nhds_zero_of_lt_one (norm_nonneg r) hr).mul_const
    (C + ‖r‖ * C)
  rw [zero_mul] at hlim
  exact sub_eq_zero.mp (norm_le_zero_iff.mp (ge_of_tendsto' hlim (fun j => hb j m)))
```

## (g) The propagator at complex energy

With $t$, $z$ and $r$ as in (a), show for every integer $n$ that

$$G(n)=\frac{r^{|n|}}{z-2tr}.$$

**Solution.** By (a), $z$ is off the band. If $B$ bounds $|f_0|$ on $[0,2\pi]$, then $|f_m|\le|f_0|\le B$ there, so $|G(m)|\le B$ for all $m$. By (e) at $n=m+1$, the sequence $G(0),G(1),\dots$ obeys the recurrence in (f), so $G(m)=r^mG(0)$. Also $G(-m)=G(m)$. Equation (e) at $n=0$ now reads

$$(z-2tr)\,G(0)=1,$$

which fixes the amplitude and shows that the denominator is nonzero. In Lean, `n.natAbs` is $|n|$; the steps are `hbound`, `hrec`, `geom` and `hamp`. By (b), a suitable $r$ exists for every $z$ off the band.

```lean
/-- For nonzero hopping and complex energy `z` with `z r = t (1 + r²)` and `‖r‖ < 1`, the
propagator over `n` sites is `r ^ |n| / (z - 2 t r)`. -/
theorem propagator_eq {t : ℝ} {z r : ℂ} (ht : t ≠ 0) (hr : ‖r‖ < 1)
    (hroot : z * r = t * (1 + r ^ 2)) (n : ℤ) :
    propagator t z n = r ^ n.natAbs / (z - 2 * t * r) := by
  have hz := off_band_of_root ht hr hroot
  have hneg : ∀ m : ℤ, propagator t z (-m) = propagator t z m := by
    intro m
    simp only [propagator, blochTerm, Int.cast_neg, neg_mul, Real.cos_neg]
  -- the propagator is bounded uniformly in the distance
  obtain ⟨B, hB⟩ := (isCompact_uIcc (a := (0 : ℝ)) (b := 2 * π)).exists_bound_of_continuousOn
    (continuous_blochTerm hz 0).continuousOn
  have hbound : ∀ m : ℕ, ‖propagator t z m‖ ≤
      ‖((1 / (2 * π) : ℝ) : ℂ)‖ * (B * |2 * π - 0|) := by
    intro m
    rw [propagator, norm_mul]
    refine mul_le_mul_of_nonneg_left ?_ (norm_nonneg _)
    refine intervalIntegral.norm_integral_le_of_norm_le_const (fun k hk => ?_)
    refine le_trans ?_ (hB k (Set.uIoc_subset_uIcc hk))
    rw [blochTerm, blochTerm, norm_div, norm_div]
    refine div_le_div_of_nonneg_right ?_ (norm_nonneg _)
    rw [Complex.norm_real, Complex.norm_real, Int.cast_zero, zero_mul, Real.cos_zero, norm_one]
    exact Real.abs_cos_le_one _
  have hrec : ∀ m : ℕ, z * propagator t z ((m + 1 : ℕ) : ℤ) =
      t * (propagator t z ((m + 2 : ℕ) : ℤ) + propagator t z (m : ℤ)) := by
    intro m
    have h := propagator_equation hz ((m + 1 : ℕ) : ℤ)
    rw [if_neg (by omega), show ((m + 1 : ℕ) : ℤ) + 1 = ((m + 2 : ℕ) : ℤ) by omega,
      show ((m + 1 : ℕ) : ℤ) - 1 = (m : ℤ) by omega] at h
    exact sub_eq_zero.mp h
  have step : ∀ m : ℕ, propagator t z ((m + 1 : ℕ) : ℤ) = r * propagator t z (m : ℤ) :=
    bounded_solution_decays (u := fun m : ℕ => propagator t z (m : ℤ)) ht hr hroot hbound hrec
  have geom : ∀ m : ℕ, propagator t z (m : ℤ) = r ^ m * propagator t z 0 := by
    intro m
    induction m with
    | zero => simp
    | succ m ih => rw [step m, ih, pow_succ]; ring
  -- the source at the origin fixes the amplitude
  have h1 : propagator t z 1 = r * propagator t z 0 := by simpa using step 0
  have h0 := propagator_equation hz 0
  rw [if_pos rfl, zero_add, zero_sub, hneg, h1] at h0
  have hamp : (z - 2 * t * r) * propagator t z 0 = 1 := by linear_combination h0
  have hn : propagator t z n = propagator t z (n.natAbs : ℤ) := by
    rcases Int.natAbs_eq n with h | h
    · exact congrArg (propagator t z) h
    · exact (congrArg (propagator t z) h).trans (hneg _)
  rw [hn, geom, eq_div_iff (left_ne_zero_of_mul_eq_one hamp)]
  linear_combination r ^ n.natAbs * hamp
```

## (h) Real energies above the band

Let $t>0$, let $z>2t$ be real and let $n$ be a natural number. Show that

$$\frac1{2\pi}\int_0^{2\pi}\frac{\cos(nk)}{z-2t\cos k}\,dk=\frac{1}{\sqrt{z^2-4t^2}}\left(\frac{z-\sqrt{z^2-4t^2}}{2t}\right)^{n}.$$

**Solution.** Write $s=\sqrt{z^2-4t^2}$ and $r=(z-s)/(2t)$. Then $z-2tr=s$, and squaring gives $zr=t(1+r^2)$. Clearly $s<z$, while

$$s^2-(z-2t)^2=4t(z-2t)>0$$

gives $s>z-2t$. So $0<r<1$, and (g) applies. The Lean statement is about a real integral; the proof carries it to the complex numbers, uses (g), and returns by `Complex.ofReal_injective`.

```lean
/-- For hopping `t > 0` and real energy `z > 2 t` above the band, the propagator over `n` sites
is `r ^ n / √(z² - 4 t²)` with `r = (z - √(z² - 4 t²)) / (2 t)`. -/
theorem propagator_above_band {t z : ℝ} (ht : 0 < t) (hz : 2 * t < z) (n : ℕ) :
    1 / (2 * π) * ∫ k in (0 : ℝ)..(2 * π), Real.cos (n * k) / (z - 2 * t * Real.cos k) =
      ((z - √(z ^ 2 - 4 * t ^ 2)) / (2 * t)) ^ n / √(z ^ 2 - 4 * t ^ 2) := by
  have hs2 : √(z ^ 2 - 4 * t ^ 2) ^ 2 = z ^ 2 - 4 * t ^ 2 := Real.sq_sqrt (by nlinarith)
  have hs0 : 0 ≤ √(z ^ 2 - 4 * t ^ 2) := Real.sqrt_nonneg _
  generalize √(z ^ 2 - 4 * t ^ 2) = s at hs2 hs0 ⊢
  obtain ⟨r, hr⟩ : ∃ r : ℝ, r = (z - s) / (2 * t) := ⟨_, rfl⟩
  rw [← hr]
  have hsr : z - 2 * t * r = s := by rw [hr]; field_simp; ring
  have hroot : z * r = t * (1 + r ^ 2) := by
    apply mul_left_cancel₀ (show 4 * t ≠ 0 by positivity)
    rw [← hsr] at hs2
    linear_combination -hs2
  -- the root with the minus sign lies inside the unit circle
  have hlow : z - 2 * t < s := by
    by_contra h
    nlinarith [not_lt.mp h]
  have hup : s < z := by
    by_contra h
    nlinarith [not_lt.mp h]
  have hr1 : ‖(r : ℂ)‖ < 1 := by
    rw [Complex.norm_real, Real.norm_eq_abs, abs_lt, hr]
    constructor
    · exact lt_trans (by norm_num) (div_pos (sub_pos.mpr hup) (by positivity))
    · rw [div_lt_one (by positivity)]
      linarith
  have h := propagator_eq (z := (z : ℂ)) ht.ne' hr1 (by exact_mod_cast hroot) (n : ℤ)
  have hsC : (z : ℂ) - 2 * t * r = (s : ℂ) := by exact_mod_cast hsr
  rw [hsC, Int.natAbs_natCast] at h
  apply Complex.ofReal_injective
  rw [Complex.ofReal_div, Complex.ofReal_pow, ← h, propagator, Complex.ofReal_mul,
    ← intervalIntegral.integral_ofReal]
  congr 1
  apply intervalIntegral.integral_congr
  intro k _
  simp [blochTerm, bandEnergy]

end

end BulkChainPropagator
```

```lean
#print axioms BulkChainPropagator.exists_decay_factor
#print axioms BulkChainPropagator.propagator_above_band
```

```
'BulkChainPropagator.exists_decay_factor' depends on axioms: [propext, Classical.choice, Quot.sound]
'BulkChainPropagator.propagator_above_band' depends on axioms: [propext, Classical.choice, Quot.sound]
```

## The end site of a half-infinite chain

The argument of (f) also treats a chain with sites $1,2,\dots$ and a source on site 1, a case worked here by hand only. Let $t$, $z$ and $r$ be as in (a). The end equation is $zu_1-tu_2=1$, and boundedness gives $u_2=ru_1$. Hence $(z-tr)u_1=1$, and since $(z-tr)r=t$, the propagator at the end site is $u_1=r/t$.
